# The surface term between a radial solution and an APW+lo local orbital that vanishes at the sphere

Q. Definitions and conventions first, please. What is a radial function here?

A. We work in atomic units, inside one muffin-tin sphere of radius R, in one angular-momentum channel. If u(r) is the radial part of an orbital, the radial function is P(r) = r u(r), so the overlap ∫ P f dr over [0, R] already contains the weight r².

In Lean 4 with Mathlib:

```lean
import Mathlib

open Set MeasureTheory
open scoped Real

namespace SemicoreLocalOrbital

noncomputable section

/-- A radial function `P(r) = r u(r)` in a muffin-tin sphere of radius `R`: twice continuously
differentiable on `[0, R]`, with derivatives `d1` and `d2`, and zero at the nucleus. -/
structure RadialFunction (R : ℝ) where
  val : ℝ → ℝ
  d1 : ℝ → ℝ
  d2 : ℝ → ℝ
  zero : val 0 = 0
  der0 : ∀ r ∈ Icc 0 R, HasDerivWithinAt val (d1 r) (Icc 0 R) r
  der1 : ∀ r ∈ Icc 0 R, HasDerivWithinAt d1 (d2 r) (Icc 0 R) r
  cont2 : ContinuousOn d2 (Icc 0 R)
```

The fields `val`, `d1` and `d2` are P, P' and P''. The interval `Icc 0 R` is closed, and derivatives at its ends are one-sided. The field `zero` is the regularity condition P(0) = 0. Nothing is normalised.

Q. And the Hamiltonian? I want the centrifugal term and the nuclear attraction in it.

A. Both go into W, which is the spherical potential plus l(l+1)/(2r²):

H f = −f''/2 + W f

```lean
variable {R : ℝ}

/-- The radial Hamiltonian `-f''/2 + W f` applied to `f`, in atomic units. -/
def hamiltonian (W : ℝ → ℝ) (f : RadialFunction R) (r : ℝ) : ℝ :=
  -f.d2 r / 2 + W r * f.val r
```

The radial equation H P = E P is imposed on `Ioc 0 R`, that is for 0 < r ≤ R. The nucleus is left out, so W may diverge there. No continuity of W is assumed.

```lean
/-- `P` solves the radial Schrödinger equation with potential `W` and energy `E` on `(0, R]`. -/
def Solves (W : ℝ → ℝ) (E : ℝ) (P : RadialFunction R) : Prop :=
  ∀ r ∈ Ioc 0 R, hamiltonian W P r = E * P.val r
```

Q. Which local orbital do you mean? There are several kinds.

A. The one built from two radial functions P and Q, with coefficients chosen to cancel its value at the sphere:

f(r) = Q(R) P(r) − P(R) Q(r)

```lean
/-- The local orbital `f = Q(R) P - P(R) Q` built from two radial functions. -/
def localOrbital (P Q : RadialFunction R) : RadialFunction R where
  val r := Q.val R * P.val r - P.val R * Q.val r
  d1 r := Q.val R * P.d1 r - P.val R * Q.d1 r
  d2 r := Q.val R * P.d2 r - P.val R * Q.d2 r
  zero := by rw [P.zero, Q.zero]; ring
  der0 := by
    intro r hr
    have h := ((P.der0 r hr).const_mul (Q.val R)).sub ((Q.der0 r hr).const_mul (P.val R))
    exact h
  der1 := by
    intro r hr
    have h := ((P.der1 r hr).const_mul (Q.val R)).sub ((Q.der1 r hr).const_mul (P.val R))
    exact h
  cont2 := (continuousOn_const.mul P.cont2).sub (continuousOn_const.mul Q.cont2)
```

For a semicore state, P could be the solution at a valence energy and Q the solution at the semicore energy. The definition doesn't require Q to solve anything, so an energy derivative of P is also admissible if it is smooth enough.

Q. Then derive the surface term by hand, before I look at any proof.

A. Let P solve the radial equation at energy E, and let f(R) = 0. Multiply the equation for P by f:

W P f = E P f + P'' f/2

Insert this into the matrix element with H acting on f:

P (H f) = −P f''/2 + W P f = E P f + (P'' f − P f'')/2

The last bracket is a total derivative:

P'' f − P f'' = (P' f − P f')'

Integrate from 0 to R. At r = 0 both functions vanish and their slopes are finite, so the lower limit gives nothing. At r = R the term P' f vanishes because f(R) = 0. What remains is

∫ P (H f) dr = E ∫ P f dr − P(R) f'(R)/2

or, rearranged,

E ∫ P f dr = ∫ P (H f) dr + P(R) f'(R)/2

Q. What does that last term stand for physically?

A. The local orbital is continued by zero outside the sphere, so its slope jumps from f'(R) to 0. That kink adds P(R) f'(R)/2 to the kinetic matrix element with P, which an integral of P (−f''/2) over the interior misses. It adds nothing to the kinetic energy of f itself, because f(R) = 0. The term matters when APW+lo Hamiltonian matrices are assembled with −f''/2 acting on the local orbital; the model here is a single non-relativistic radial channel with a spherical potential, without the interstitial region or plane-wave matching.

Q. Now the proof. Where does the integration by parts happen?

A. In Green's identity, after two preparations: P and P' are continuous on the closed interval, and the local orbital vanishes at R.

```lean
/-- A radial function and its slope are continuous on the closed interval `[0, R]`. -/
theorem RadialFunction.continuous_val_slope (f : RadialFunction R) :
    ContinuousOn f.val (Icc 0 R) ∧ ContinuousOn f.d1 (Icc 0 R) :=
  ⟨fun r hr => (f.der0 r hr).continuousWithinAt, fun r hr => (f.der1 r hr).continuousWithinAt⟩

/-- The local orbital vanishes at the sphere boundary. -/
theorem localOrbital_boundary (P Q : RadialFunction R) : (localOrbital P Q).val R = 0 := by
  simp only [localOrbital]
  ring

/-- Green's identity in the sphere: the integral of `P'' f - P f''` is the Wronskian-type
boundary term `P'(R) f(R) - P(R) f'(R)`. -/
theorem green_identity (hR : 0 < R) (P f : RadialFunction R) :
    ∫ r in 0..R, (P.d2 r * f.val r - P.val r * f.d2 r)
      = P.d1 R * f.val R - P.val R * f.d1 R := by
  obtain ⟨cP, cP'⟩ := P.continuous_val_slope
  obtain ⟨cf, cf'⟩ := f.continuous_val_slope
  have hc : ContinuousOn (fun r => P.d1 r * f.val r - P.val r * f.d1 r) (Icc 0 R) :=
    (cP'.mul cf).sub (cP.mul cf')
  have hd : ∀ r ∈ Ioo 0 R, HasDerivAt (fun r => P.d1 r * f.val r - P.val r * f.d1 r)
      (P.d2 r * f.val r - P.val r * f.d2 r) r := by
    intro r hr
    have hn := Icc_mem_nhds hr.1 hr.2
    have hm := Ioo_subset_Icc_self hr
    have h := (((P.der1 r hm).hasDerivAt hn).fun_mul ((f.der0 r hm).hasDerivAt hn)).fun_sub
      (((P.der0 r hm).hasDerivAt hn).fun_mul ((f.der1 r hm).hasDerivAt hn))
    exact h.congr_deriv (by ring)
  have hi : IntervalIntegrable (fun r => P.d2 r * f.val r - P.val r * f.d2 r) volume 0 R :=
    ContinuousOn.intervalIntegrable_of_Icc hR.le ((P.cont2.mul cf).sub (cP.mul f.cont2))
  have h := intervalIntegral.integral_eq_sub_of_hasDerivAt_of_le hR.le hc hd hi
  rw [h, P.zero, f.zero]
  ring
```

`hc` is the continuity of P' f − P f', `hd` is its derivative in the interior, and `hi` is the integrability of that derivative. The fundamental theorem of calculus then gives the boundary values, and P(0) = f(0) = 0 removes the lower one.

Q. If W is singular, how do you know that the integral containing it makes sense?

A. The radial equation replaces W P f by E P f + P'' f/2 on (0, R], and this is continuous up to r = 0. That is the first step below.

```lean
/-- If `P` solves the radial equation at energy `E` and `f` vanishes at the sphere boundary, then
`E ∫ P f` equals `∫ P (-f''/2 + W f)` plus the surface term `P(R) f'(R) / 2`. -/
theorem surface_term (hR : 0 < R) {W : ℝ → ℝ} {E : ℝ} {P : RadialFunction R}
    (hP : Solves W E P) (f : RadialFunction R) (hf : f.val R = 0) :
    E * ∫ r in 0..R, P.val r * f.val r
      = (∫ r in 0..R, P.val r * hamiltonian W f r) + P.val R * f.d1 R / 2 := by
  have cP := P.continuous_val_slope.1
  have cf := f.continuous_val_slope.1
  -- the radial equation for `P` removes the potential from the integrand
  have h : ∫ r in 0..R, P.val r * hamiltonian W f r
      = ∫ r in 0..R, (E * (P.val r * f.val r)
          + (1 / 2) * (P.d2 r * f.val r - P.val r * f.d2 r)) := by
    refine intervalIntegral.integral_congr_ae (Filter.Eventually.of_forall fun r hr => ?_)
    rw [uIoc_of_le hR.le] at hr
    have e := hP r hr
    unfold hamiltonian at e ⊢
    linear_combination f.val r * e
  have h1 : IntervalIntegrable (fun r => E * (P.val r * f.val r)) volume 0 R :=
    ContinuousOn.intervalIntegrable_of_Icc hR.le (continuousOn_const.mul (cP.mul cf))
  have h2 : IntervalIntegrable
      (fun r => (1 / 2) * (P.d2 r * f.val r - P.val r * f.d2 r)) volume 0 R :=
    ContinuousOn.intervalIntegrable_of_Icc hR.le
      (continuousOn_const.mul ((P.cont2.mul cf).sub (cP.mul f.cont2)))
  rw [h, intervalIntegral.integral_add h1 h2, intervalIntegral.integral_const_mul,
    intervalIntegral.integral_const_mul, green_identity hR P f, hf]
  ring
```

The line `linear_combination f.val r * e` is the multiplication of the radial equation by f. The integral is then split into E ∫ P f and half of Green's integral, and `hf`, which says f(R) = 0, leaves only the surface term.

Q. Is f(R) = 0 really needed?

A. Yes. Take W = 0, E = 0 and P = f = r. Then P solves the equation, but f(R) = R. The left side is 0, while the right side is 0 + R/2. The missing piece is −P'(R) f(R)/2 = −R/2, which the boundary condition would have removed.

Q. Suppose I write the kinetic energy with gradients. Does the surface term survive?

A. No. With f(R) = 0,

∫ (P' f'/2 + W P f) dr = E ∫ P f dr

By the radial equation the integrand is E P f + (P' f)'/2, and P' f vanishes at both ends.

```lean
/-- With the kinetic energy in gradient form, the matrix element between a solution `P` at energy
`E` and a function `f` vanishing at the sphere boundary is `E ∫ P f`, without a surface term. -/
theorem gradient_form (hR : 0 < R) {W : ℝ → ℝ} {E : ℝ} {P : RadialFunction R}
    (hP : Solves W E P) (f : RadialFunction R) (hf : f.val R = 0) :
    ∫ r in 0..R, (P.d1 r * f.d1 r / 2 + W r * P.val r * f.val r)
      = E * ∫ r in 0..R, P.val r * f.val r := by
  obtain ⟨cP, cP'⟩ := P.continuous_val_slope
  obtain ⟨cf, cf'⟩ := f.continuous_val_slope
  have h : ∫ r in 0..R, (P.d1 r * f.d1 r / 2 + W r * P.val r * f.val r)
      = ∫ r in 0..R, (E * (P.val r * f.val r)
          + (1 / 2) * (P.d2 r * f.val r + P.d1 r * f.d1 r)) := by
    refine intervalIntegral.integral_congr_ae (Filter.Eventually.of_forall fun r hr => ?_)
    rw [uIoc_of_le hR.le] at hr
    have e := hP r hr
    unfold hamiltonian at e
    linear_combination f.val r * e
  have hc : ContinuousOn (fun r => P.d2 r * f.val r + P.d1 r * f.d1 r) (Icc 0 R) :=
    (P.cont2.mul cf).add (cP'.mul cf')
  -- the remaining integrand is the derivative of `P' f`, which vanishes at both ends
  have hd : ∀ r ∈ Ioo 0 R, HasDerivAt (fun r => P.d1 r * f.val r)
      (P.d2 r * f.val r + P.d1 r * f.d1 r) r := by
    intro r hr
    have hn := Icc_mem_nhds hr.1 hr.2
    have hm := Ioo_subset_Icc_self hr
    exact ((P.der1 r hm).hasDerivAt hn).fun_mul ((f.der0 r hm).hasDerivAt hn)
  have h0 := intervalIntegral.integral_eq_sub_of_hasDerivAt_of_le hR.le (cP'.mul cf) hd
    (ContinuousOn.intervalIntegrable_of_Icc hR.le hc)
  have h1 : IntervalIntegrable (fun r => E * (P.val r * f.val r)) volume 0 R :=
    ContinuousOn.intervalIntegrable_of_Icc hR.le (continuousOn_const.mul (cP.mul cf))
  have h2 : IntervalIntegrable
      (fun r => (1 / 2) * (P.d2 r * f.val r + P.d1 r * f.d1 r)) volume 0 R :=
    ContinuousOn.intervalIntegrable_of_Icc hR.le (continuousOn_const.mul hc)
  rw [h, intervalIntegral.integral_add h1 h2, intervalIntegral.integral_const_mul,
    intervalIntegral.integral_const_mul, h0]
  simp [hf, f.zero]
```

The proof has the same pattern: `h` uses the radial equation, `hd` recognises the derivative of P' f, and `h0` integrates it. This is also the gradient form in terms of u. With f = r v, the integrand r² u' v' differs from P' f' by the derivative of −P f/r, which integrates to zero here.

Q. So far f was any function vanishing at the sphere. Show me the statement for the local orbital itself.

A. It reads: for R > 0, if P solves the radial equation with potential W at energy E, and Q is any radial function, then the identity holds with f = Q(R) P − P(R) Q.

```lean
/-- The APW+lo surface term: for `P` solving the radial equation at energy `E` and the local
orbital `f = Q(R) P - P(R) Q`, `E ∫ P f = ∫ P (-f''/2 + W f) + P(R) f'(R) / 2`. -/
theorem localOrbital_surface_term (hR : 0 < R) {W : ℝ → ℝ} {E : ℝ} {P : RadialFunction R}
    (hP : Solves W E P) (Q : RadialFunction R) :
    E * ∫ r in 0..R, P.val r * (localOrbital P Q).val r
      = (∫ r in 0..R, P.val r * hamiltonian W (localOrbital P Q) r)
        + P.val R * (localOrbital P Q).d1 R / 2 :=
  surface_term hR hP _ (localOrbital_boundary P Q)
```

The proof supplies the boundary value to the general theorem. The slope in the surface term is the Wronskian of the two functions at the sphere:

f'(R) = Q(R) P'(R) − P(R) Q'(R)

Q. When may I leave the term out?

A. With H acting on the local orbital, exactly when P(R) = 0 or that Wronskian is zero. If P(R) and Q(R) are both nonzero, the second case means equal logarithmic derivatives at R.

```lean
/-- For `P` solving the radial equation at energy `E`, the matrix element with the local orbital
needs no surface term exactly when `P(R) = 0` or the Wronskian of `P` and `Q` vanishes at `R`. -/
theorem no_surface_term_iff (hR : 0 < R) {W : ℝ → ℝ} {E : ℝ} {P : RadialFunction R}
    (hP : Solves W E P) (Q : RadialFunction R) :
    E * ∫ r in 0..R, P.val r * (localOrbital P Q).val r
        = ∫ r in 0..R, P.val r * hamiltonian W (localOrbital P Q) r
      ↔ P.val R = 0 ∨ Q.val R * P.d1 R - P.val R * Q.d1 R = 0 := by
  have h := localOrbital_surface_term hR hP Q
  have hs : (localOrbital P Q).d1 R = Q.val R * P.d1 R - P.val R * Q.d1 R := rfl
  rw [hs] at h
  rw [← mul_eq_zero]
  constructor <;> intro h' <;> linarith
```

The equality without the surface term holds precisely when the product P(R) f'(R) is zero, and a product vanishes when one of its factors does.

Q. Doesn't the Hamiltonian then fail to be Hermitian among the local orbitals as well?

A. Not between two functions that both vanish at R. There the boundary term is zero even if their slopes are not.

```lean
/-- For two radial functions `f` and `g` that both vanish at the sphere boundary, the integral of
the difference `f (H g) - g (H f)` over the sphere is zero. -/
theorem symmetric_of_boundary_zero (hR : 0 < R) (W : ℝ → ℝ) (f g : RadialFunction R)
    (hf : f.val R = 0) (hg : g.val R = 0) :
    ∫ r in 0..R, (f.val r * hamiltonian W g r - g.val r * hamiltonian W f r) = 0 := by
  have h : ∀ r, f.val r * hamiltonian W g r - g.val r * hamiltonian W f r
      = (1 / 2) * (f.d2 r * g.val r - f.val r * g.d2 r) := by
    intro r
    unfold hamiltonian
    ring
  simp only [h]
  rw [intervalIntegral.integral_const_mul, green_identity hR f g, hf, hg]
  ring
```

The potential cancels pointwise in f (H g) − g (H f), and Green's identity does the rest. The statement concerns the integral of the difference. To read it as equality of two separate matrix elements, you need each of them to be integrable, which an arbitrary W doesn't guarantee.

Q. Give me numbers. I'd like to see the two orderings disagree.

A. Take W = 0, R = π, P = r and Q = sin r. They solve the radial equation at E = 0 and E = 1/2.

```lean
/-- The radial function `r` in a sphere of radius `π`. -/
def line : RadialFunction π where
  val r := r
  d1 _ := 1
  d2 _ := 0
  zero := rfl
  der0 r _ := (hasDerivAt_id' r).hasDerivWithinAt
  der1 r _ := (hasDerivAt_const r (1 : ℝ)).hasDerivWithinAt
  cont2 := continuousOn_const

/-- The radial function `sin r` in a sphere of radius `π`. -/
def sine : RadialFunction π where
  val r := Real.sin r
  d1 r := Real.cos r
  d2 r := -Real.sin r
  zero := Real.sin_zero
  der0 r _ := (Real.hasDerivAt_sin r).hasDerivWithinAt
  der1 r _ := (Real.hasDerivAt_cos r).hasDerivWithinAt
  cont2 := Real.continuous_sin.neg.continuousOn
```

Since Q(π) = 0 and P(π) = π, the local orbital is f = −π sin r, with f'(π) = π. Then H f = −(π/2) sin r, and ∫ r sin r dr = π over [0, π], so

∫ P (H f) dr = −π²/2 ≈ −4.935

∫ f (H P) dr = 0

The surface term is P(π) f'(π)/2 = π · π/2 = π²/2, which closes the gap. For normalised functions, divide by both norms, which are the square roots of ∫ P² dr = π³/3 and ∫ f² dr = π³/2, so the first matrix element becomes −√6/(2π) ≈ −0.390 hartree, and the second stays 0.

```lean
/-- For `W = 0` and `R = π`, `r` and `sin r` solve the radial equation at energies `0` and `1/2`;
with their local orbital `f`, `∫ r (H f) = -π²/2` while `∫ f (H r) = 0`. -/
theorem surface_term_witness :
    Solves (fun _ => 0) 0 line ∧ Solves (fun _ => 0) (1 / 2) sine ∧
    ∫ r in 0..π, line.val r * hamiltonian (fun _ => 0) (localOrbital line sine) r
      = -(π ^ 2 / 2) ∧
    ∫ r in 0..π, (localOrbital line sine).val r * hamiltonian (fun _ => 0) line r = 0 := by
  have h1 : Solves (fun _ => 0) 0 line := by
    intro r _
    simp only [hamiltonian, line]
    ring
  have h2 : Solves (fun _ => 0) (1 / 2) sine := by
    intro r _
    simp only [hamiltonian, sine]
    ring
  refine ⟨h1, h2, ?_, ?_⟩
  · have h := localOrbital_surface_term Real.pi_pos h1 sine
    have hs : line.val π * (localOrbital line sine).d1 π = π ^ 2 := by
      simp only [localOrbital, line, sine, Real.sin_pi, Real.cos_pi]
      ring
    rw [hs] at h
    linarith
  · simp [hamiltonian, line]

end

end SemicoreLocalOrbital
```

The first two parts check the radial equations. The third gets −π²/2 from the surface-term theorem instead of integrating r sin r, and the fourth holds because H r = 0.

```lean
#print axioms SemicoreLocalOrbital.gradient_form
-- 'SemicoreLocalOrbital.gradient_form' depends on axioms: [propext, Classical.choice, Quot.sound]
#print axioms SemicoreLocalOrbital.localOrbital_surface_term
-- 'SemicoreLocalOrbital.localOrbital_surface_term' depends on axioms: [propext, Classical.choice, Quot.sound]
#print axioms SemicoreLocalOrbital.no_surface_term_iff
-- 'SemicoreLocalOrbital.no_surface_term_iff' depends on axioms: [propext, Classical.choice, Quot.sound]
#print axioms SemicoreLocalOrbital.symmetric_of_boundary_zero
-- 'SemicoreLocalOrbital.symmetric_of_boundary_zero' depends on axioms: [propext, Classical.choice, Quot.sound]
```

Q. And if I exchange the roles, with sin r as the solution P?

A. Then P(π) = 0, and the surface term vanishes although the local orbital, now π sin r, still has a nonzero slope at the sphere. That is the first of the two exceptions.
